# BCS condensation energy for a constant density of states within a cutoff shell

Cool a metal whose electrons attract each other weakly near the Fermi level, and they form pairs. Pairing smears the sharp edge of the Fermi sea, which costs kinetic energy, and it gains interaction energy. How much energy is left over in favour of the paired state?

The problems below answer this at zero temperature in the reduced BCS model, treated in mean field. Let $\xi$ be the band energy measured from the Fermi level. The attraction has strength $g$ and acts only in the shell $-\omega\le\xi\le\omega$, where $\omega$ stands for the energy scale of whatever mediates it, such as phonons. Across the shell the density of states per spin is a constant $N$. The density of states and the total energies are per unit volume, while $\xi$, $\omega$ and the gap are energies of single particles.

The definitions start with the energy of a quasiparticle when the gap is $\Delta$, which is $E(\xi)=\sqrt{\xi^2+\Delta^2}$. In Lean this is `qpEnergy Δ ξ`, a function of two real numbers.

```lean
import Mathlib

open Filter Topology

namespace BCSCondensationEnergy

noncomputable section

/-- The quasiparticle energy `E = √(ξ² + Δ²)` at band energy `ξ`, measured from the Fermi level,
and gap `Δ`. -/
def qpEnergy (Δ ξ : ℝ) : ℝ := √(ξ ^ 2 + Δ ^ 2)
```

The gap must reproduce itself through the pairing it causes. At zero temperature this self-consistency condition is

$$\Delta = gN\int_{-\omega}^{\omega}\frac{\Delta}{2E}\,d\xi .$$

`GapEquation N g ω Δ` is this equation as a proposition about four real numbers. It is a hypothesis that a given $\Delta$ may or may not satisfy.

```lean
/-- The BCS gap equation at zero temperature for density of states `N` per spin, attraction `g`
and cutoff `ω`. The integrand is meant for `Δ ≠ 0`. -/
def GapEquation (N g ω Δ : ℝ) : Prop :=
  Δ = g * N * ∫ ξ in (-ω)..ω, Δ / (2 * qpEnergy Δ ξ)
```

For the energy, take one pair of states with opposite momentum and spin. In the mean-field ground state it contributes $\xi-E$. In the filled Fermi sea it contributes $2\xi$ below the Fermi level and $0$ above, which is $\xi-|\xi|$ in both cases. The difference is $|\xi|-E$. Decoupling the interaction also leaves a constant $\Delta^2/g$, which corrects for counting the interaction twice. When $\Delta$ satisfies the gap equation, the energy of the paired state minus that of the Fermi sea is therefore

$$N\int_{-\omega}^{\omega}\bigl(|\xi|-E\bigr)\,d\xi+\frac{\Delta^2}{g}.$$

The Lean file takes this expression as the definition `energyDifference`; it does not derive it from a many-electron Hamiltonian. The definition accepts any $\Delta$, but if $\Delta$ does not solve the gap equation, the expression is not the expectation value of the reduced BCS Hamiltonian in the paired state, measured from the Fermi sea. Part (g) therefore assumes the gap equation.

```lean
/-- The mean-field energy of the paired state with gap `Δ` minus the energy of the filled Fermi
sea, for density of states `N` per spin, attraction `g ≠ 0` and cutoff `ω`. -/
def energyDifference (N g ω Δ : ℝ) : ℝ :=
  N * (∫ ξ in (-ω)..ω, (|ξ| - qpEnergy Δ ξ)) + Δ ^ 2 / g
```

## (a) A positive gap keeps the quasiparticle energy positive

Show that for $\Delta>0$ and every real $\xi$,

$$E(\xi)>0 .$$

Since $\xi^2\ge 0$, we have $\xi^2+\Delta^2\ge\Delta^2>0$, and the square root of a positive number is positive. This matters because $E$ is about to appear in denominators, including at the Fermi level $\xi=0$.

```lean
/-- For a positive gap the quasiparticle energy is positive. -/
theorem qpEnergy_pos {Δ : ℝ} (hΔ : 0 < Δ) (ξ : ℝ) : 0 < qpEnergy Δ ξ :=
  Real.sqrt_pos.2 (by positivity)
```

## (b) The quasiparticle energy is continuous

Show that, for every real $\Delta$, the map

$$\xi\mapsto\sqrt{\xi^2+\Delta^2}$$

is continuous.

The polynomial $\xi^2+\Delta^2$ is continuous and never negative, and the square root is continuous there. The composition is continuous, also at $\Delta=0$, where it is $|\xi|$. Together with (a), this makes every integrand below continuous when $\Delta>0$, so the integrals over the shell are ordinary ones.

```lean
/-- The quasiparticle energy is a continuous function of the band energy. -/
theorem continuous_qpEnergy (Δ : ℝ) : Continuous (qpEnergy Δ) :=
  Real.continuous_sqrt.comp (by fun_prop : Continuous fun ξ : ℝ => ξ ^ 2 + Δ ^ 2)
```

## (c) An antiderivative for the paired part

Show that for $\Delta>0$,

$$\frac{d}{d\xi}\left(\frac{\xi E}{2}\right)=E-\frac{\Delta^2}{2E}.$$

The chain rule gives $dE/d\xi=2\xi/(2E)=\xi/E$. By the product rule,

$$\frac{d}{d\xi}\left(\frac{\xi E}{2}\right)=\frac{E}{2}+\frac{\xi^2}{2E}.$$

Now substitute $\xi^2=E^2-\Delta^2$:

$$\frac{E}{2}+\frac{E^2-\Delta^2}{2E}=E-\frac{\Delta^2}{2E}.$$

In Lean, `HasDerivAt f f' ξ` says that `f` has derivative `f'` at the point `ξ`. The step `hE` is the chain rule and `hsq` is the identity $E^2=\xi^2+\Delta^2$. After the product rule, `field_simp` clears the denominators and `linear_combination -hsq` makes the substitution.

```lean
/-- For a positive gap, `ξ E / 2` is an antiderivative of `E - Δ² / (2E)`. -/
theorem hasDerivAt_antiderivative {Δ : ℝ} (hΔ : 0 < Δ) (ξ : ℝ) :
    HasDerivAt (fun x => x * qpEnergy Δ x / 2)
      (qpEnergy Δ ξ - Δ ^ 2 / (2 * qpEnergy Δ ξ)) ξ := by
  have h2 : HasDerivAt (fun x : ℝ => x ^ 2 + Δ ^ 2) (2 * ξ) ξ := by
    simpa using (hasDerivAt_pow 2 ξ).add_const (Δ ^ 2)
  have hne : ξ ^ 2 + Δ ^ 2 ≠ 0 := by positivity
  -- the derivative of `E` with respect to the band energy is `ξ / E`
  have hE : HasDerivAt (qpEnergy Δ) (ξ / qpEnergy Δ ξ) ξ :=
    (h2.sqrt hne).congr_deriv (mul_div_mul_left _ _ two_ne_zero)
  have hpos := (qpEnergy_pos hΔ ξ).ne'
  have hsq : qpEnergy Δ ξ ^ 2 = ξ ^ 2 + Δ ^ 2 := Real.sq_sqrt (by positivity)
  refine (((hasDerivAt_id' ξ).fun_mul hE).div_const 2).congr_deriv ?_
  field_simp
  linear_combination -hsq
```

## (d) The integral over the shell

Show that for $\Delta>0$ and $\omega\ge 0$,

$$\int_{-\omega}^{\omega}\left(|\xi|-E+\frac{\Delta^2}{2E}\right)d\xi=\omega\left(\omega-\sqrt{\omega^2+\Delta^2}\right).$$

Separate the normal part $|\xi|$ from the paired part. The normal part gives $\omega^2/2$ on each side of the Fermi level, so $\omega^2$ in total. For the paired part, use (c):

$$\int_{-\omega}^{\omega}\left(E-\frac{\Delta^2}{2E}\right)d\xi=\left[\frac{\xi E}{2}\right]_{-\omega}^{\omega}=\frac{\omega\sqrt{\omega^2+\Delta^2}}{2}+\frac{\omega\sqrt{\omega^2+\Delta^2}}{2}=\omega\sqrt{\omega^2+\Delta^2}.$$

Subtracting gives $\omega^2-\omega\sqrt{\omega^2+\Delta^2}$, which is the claim. At $\omega=0$ both sides vanish.

The code follows the same division. `hp` and `hm` are the two halves of the normal part and `habs` is their sum. `hpair` is the fundamental theorem of calculus applied to (c), and `hsplit` separates the integral into its two parts.

```lean
/-- For a positive gap and a nonnegative cutoff, the integral of `|ξ| - E + Δ² / (2E)` over the
pairing shell equals `ω (ω - √(ω² + Δ²))`. -/
theorem condensation_integral {Δ ω : ℝ} (hΔ : 0 < Δ) (hω : 0 ≤ ω) :
    ∫ ξ in (-ω)..ω, (|ξ| - qpEnergy Δ ξ + Δ ^ 2 / (2 * qpEnergy Δ ξ)) =
      ω * (ω - √(ω ^ 2 + Δ ^ 2)) := by
  have hc : Continuous fun ξ => qpEnergy Δ ξ - Δ ^ 2 / (2 * qpEnergy Δ ξ) :=
    (continuous_qpEnergy Δ).sub (continuous_const.div
      (continuous_const.mul (continuous_qpEnergy Δ))
      (fun ξ => mul_ne_zero two_ne_zero (qpEnergy_pos hΔ ξ).ne'))
  -- the normal-state part, on either side of the Fermi level
  have hp : ∫ x in (0 : ℝ)..ω, |x| = ω ^ 2 / 2 := by
    have h : ∫ x in (0 : ℝ)..ω, |x| = ∫ x in (0 : ℝ)..ω, x :=
      intervalIntegral.integral_congr (fun x hx => by
        rw [Set.uIcc_of_le hω] at hx
        exact abs_of_nonneg hx.1)
    rw [h, integral_id]
    ring
  have hm : ∫ x in (-ω)..(0 : ℝ), |x| = ω ^ 2 / 2 := by
    have h : ∫ x in (-ω)..(0 : ℝ), |x| = ∫ x in (-ω)..(0 : ℝ), -x :=
      intervalIntegral.integral_congr (fun x hx => by
        rw [Set.uIcc_of_le (by linarith)] at hx
        exact abs_of_nonpos hx.2)
    rw [h, intervalIntegral.integral_neg, integral_id]
    ring
  have habs : ∫ x in (-ω)..ω, |x| = ω ^ 2 := by
    rw [← intervalIntegral.integral_add_adjacent_intervals
      (continuous_abs.intervalIntegrable (-ω) 0) (continuous_abs.intervalIntegrable 0 ω), hp, hm]
    ring
  -- the paired part, by the fundamental theorem of calculus
  have hpair := intervalIntegral.integral_eq_sub_of_hasDerivAt
    (fun ξ _ => hasDerivAt_antiderivative hΔ ξ) (hc.intervalIntegrable (-ω) ω)
  have hsplit : ∫ ξ in (-ω)..ω, (|ξ| - qpEnergy Δ ξ + Δ ^ 2 / (2 * qpEnergy Δ ξ)) =
      (∫ ξ in (-ω)..ω, |ξ|) -
        ∫ ξ in (-ω)..ω, (qpEnergy Δ ξ - Δ ^ 2 / (2 * qpEnergy Δ ξ)) := by
    rw [← intervalIntegral.integral_sub (continuous_abs.intervalIntegrable _ _)
      (hc.intervalIntegrable _ _)]
    refine intervalIntegral.integral_congr (fun ξ _ => ?_)
    ring
  rw [hsplit, habs, hpair]
  simp only [qpEnergy, neg_sq]
  ring
```

## (e) Bounds at finite cutoff

Show that for $\Delta>0$ and $\omega>0$,

$$-\frac{\Delta^2}{2}<\int_{-\omega}^{\omega}\left(|\xi|-E+\frac{\Delta^2}{2E}\right)d\xi<0 .$$

Write $S=\sqrt{\omega^2+\Delta^2}$, so that by (d) the integral is $\omega(\omega-S)$. Since $S>\omega>0$, this is negative. For the lower bound, start from $(S-\omega)^2>0$, which expands to

$$2\omega S<S^2+\omega^2=2\omega^2+\Delta^2 .$$

Rearranging gives $2\omega(\omega-S)>-\Delta^2$, and division by two finishes the argument.

The Lean statement places the integral in the open interval `Set.Ioo (-Δ ^ 2 / 2) 0`, where `-Δ ^ 2` means $-(\Delta^2)$. The `nlinarith` after `constructor` receives the positive square $(S-\omega)^2$ and finds the rearrangement.

```lean
/-- For positive gap and cutoff, the condensation integral lies strictly between `-Δ²/2` and
zero. -/
theorem condensation_bounds {Δ ω : ℝ} (hΔ : 0 < Δ) (hω : 0 < ω) :
    (∫ ξ in (-ω)..ω, (|ξ| - qpEnergy Δ ξ + Δ ^ 2 / (2 * qpEnergy Δ ξ))) ∈
      Set.Ioo (-Δ ^ 2 / 2) 0 := by
  rw [condensation_integral hΔ hω.le]
  have hsq : √(ω ^ 2 + Δ ^ 2) ^ 2 = ω ^ 2 + Δ ^ 2 := Real.sq_sqrt (by positivity)
  have hlt : ω < √(ω ^ 2 + Δ ^ 2) := Real.lt_sqrt_of_sq_lt (by nlinarith [pow_pos hΔ 2])
  constructor
  · nlinarith [pow_pos (sub_pos.2 hlt) 2]
  · exact mul_neg_of_pos_of_neg hω (sub_neg.2 hlt)
```

## (f) The wide-shell limit at fixed gap

Show that for fixed $\Delta>0$,

$$\lim_{\omega\to\infty}\int_{-\omega}^{\omega}\left(|\xi|-E+\frac{\Delta^2}{2E}\right)d\xi=-\frac{\Delta^2}{2}.$$

The closed form in (d) multiplies a large number by a small difference. Rationalise it, with $S$ as before:

$$\omega(\omega-S)=\frac{\omega(\omega^2-S^2)}{\omega+S}=-\frac{\omega\Delta^2}{\omega+S}=-\frac{\Delta^2}{1+\sqrt{1+(\Delta/\omega)^2}} .$$

As $\omega\to\infty$ the ratio $\Delta/\omega$ tends to zero, the root tends to one, and the expression tends to $-\Delta^2/2$.

In Lean, `Tendsto … atTop (𝓝 (-Δ ^ 2 / 2))` expresses this limit. The proof treats the last expression as a continuous function of $t=\Delta/\omega$ and takes its value at $t=0$. It then shows that this function agrees with the integral for all $\omega>0$, which is enough for a limit at infinity. The steps `hsq` and `hr` carry the algebra of the rationalisation.

```lean
/-- For a positive gap, the condensation integral tends to `-Δ²/2` as the cutoff tends to
infinity. -/
theorem condensation_limit {Δ : ℝ} (hΔ : 0 < Δ) :
    Tendsto (fun ω : ℝ =>
      ∫ ξ in (-ω)..ω, (|ξ| - qpEnergy Δ ξ + Δ ^ 2 / (2 * qpEnergy Δ ξ)))
      atTop (𝓝 (-Δ ^ 2 / 2)) := by
  have h0 : Tendsto (fun ω : ℝ => Δ / ω) atTop (𝓝 0) := tendsto_const_nhds.div_atTop tendsto_id
  have hc : Continuous fun t : ℝ => -Δ ^ 2 / (1 + √(1 + t ^ 2)) :=
    Continuous.div (by fun_prop) (by fun_prop) (fun t => by positivity)
  have hv : -Δ ^ 2 / (1 + √(1 + (0 : ℝ) ^ 2)) = -Δ ^ 2 / 2 := by norm_num
  have h := (hc.tendsto 0).comp h0
  rw [hv] at h
  refine h.congr' ?_
  filter_upwards [eventually_gt_atTop (0 : ℝ)] with ω hω
  rw [condensation_integral hΔ hω.le]
  -- rationalise the difference of the two large terms
  have hsq : √(ω ^ 2 + Δ ^ 2) = ω * √(1 + (Δ / ω) ^ 2) := by
    have e : ω ^ 2 + Δ ^ 2 = ω ^ 2 * (1 + (Δ / ω) ^ 2) := by field_simp
    rw [e, Real.sqrt_mul (sq_nonneg ω), Real.sqrt_sq hω.le]
  have hr : ω ^ 2 * √(1 + (Δ / ω) ^ 2) ^ 2 = ω ^ 2 + Δ ^ 2 := by
    rw [← mul_pow, ← hsq, Real.sq_sqrt (by positivity)]
  rw [hsq]
  change -Δ ^ 2 / (1 + √(1 + (Δ / ω) ^ 2)) = _
  rw [div_eq_iff (by positivity)]
  linear_combination hr
```

## (g) The energy difference when the gap equation holds

Suppose that $\Delta>0$ satisfies the gap equation for given $N$, $g$ and $\omega\ge 0$. Show that the energy of the paired state minus that of the Fermi sea is

$$N\int_{-\omega}^{\omega}\bigl(|\xi|-E\bigr)\,d\xi+\frac{\Delta^2}{g}=N\omega\left(\omega-\sqrt{\omega^2+\Delta^2}\right).$$

First, $g\ne 0$, because for $g=0$ the gap equation would read $\Delta=0$. Multiply the gap equation by $\Delta/g$:

$$\frac{\Delta^2}{g}=N\int_{-\omega}^{\omega}\frac{\Delta^2}{2E}\,d\xi .$$

The coupling has disappeared, and the energy difference becomes

$$N\int_{-\omega}^{\omega}\left(|\xi|-E+\frac{\Delta^2}{2E}\right)d\xi ,$$

which (d) evaluates. This is where the integrand of the earlier parts comes from.

The theorem takes the gap equation as its hypothesis `hgap` and does not show that a solution exists. It needs no sign assumption on $N$ or $g$. In the code, `hg` excludes zero coupling, `hint` is the elimination of $g$, and `hsplit` joins the two integrals.

For $N>0$, parts (e) and (g) together answer the opening question: the paired state lies below the Fermi sea, by less than $N\Delta^2/2$. Within this mean-field model with a constant density of states, superconductivity is favoured at zero temperature by the energy $N\omega\left(\sqrt{\omega^2+\Delta^2}-\omega\right)$.

```lean
/-- If a positive gap solves the gap equation with a nonnegative cutoff, the paired state differs
in energy from the Fermi sea by `N ω (ω - √(ω² + Δ²))`. -/
theorem energyDifference_of_gap {N g ω Δ : ℝ} (hΔ : 0 < Δ) (hω : 0 ≤ ω)
    (hgap : GapEquation N g ω Δ) :
    energyDifference N g ω Δ = N * (ω * (ω - √(ω ^ 2 + Δ ^ 2))) := by
  have hg : g ≠ 0 := by
    intro h0
    rw [GapEquation, h0, zero_mul, zero_mul] at hgap
    exact hΔ.ne' hgap
  have h1 : Continuous fun ξ => |ξ| - qpEnergy Δ ξ := continuous_abs.sub (continuous_qpEnergy Δ)
  have h2 : Continuous fun ξ => Δ * (Δ / (2 * qpEnergy Δ ξ)) :=
    continuous_const.mul (continuous_const.div (continuous_const.mul (continuous_qpEnergy Δ))
      (fun ξ => mul_ne_zero two_ne_zero (qpEnergy_pos hΔ ξ).ne'))
  have hsplit : ∫ ξ in (-ω)..ω, (|ξ| - qpEnergy Δ ξ + Δ ^ 2 / (2 * qpEnergy Δ ξ)) =
      (∫ ξ in (-ω)..ω, (|ξ| - qpEnergy Δ ξ)) +
        Δ * ∫ ξ in (-ω)..ω, Δ / (2 * qpEnergy Δ ξ) := by
    rw [← intervalIntegral.integral_const_mul, ← intervalIntegral.integral_add
      (h1.intervalIntegrable _ _) (h2.intervalIntegrable _ _)]
    refine intervalIntegral.integral_congr (fun ξ _ => ?_)
    ring
  rw [condensation_integral hΔ hω] at hsplit
  -- the gap equation eliminates the coupling
  have hint : Δ ^ 2 / g = N * (Δ * ∫ ξ in (-ω)..ω, Δ / (2 * qpEnergy Δ ξ)) := by
    unfold GapEquation at hgap
    rw [div_eq_iff hg]
    linear_combination Δ * hgap
  rw [energyDifference, hint, hsplit]
  ring

end

end BCSCondensationEnergy
```

```lean
#print axioms BCSCondensationEnergy.condensation_bounds
#print axioms BCSCondensationEnergy.condensation_limit
#print axioms BCSCondensationEnergy.energyDifference_of_gap
```

```
'BCSCondensationEnergy.condensation_bounds' depends on axioms: [propext, Classical.choice, Quot.sound]
'BCSCondensationEnergy.condensation_limit' depends on axioms: [propext, Classical.choice, Quot.sound]
'BCSCondensationEnergy.energyDifference_of_gap' depends on axioms: [propext, Classical.choice, Quot.sound]
```

## The gap in terms of the coupling

The method of (c) and (d) also solves the gap equation by hand, a step that the Lean file leaves out. For $\Delta>0$, an antiderivative of $1/E$ is $\operatorname{arsinh}(\xi/\Delta)$, so the gap equation becomes $1=gN\operatorname{arsinh}(\omega/\Delta)$. For $gN>0$ and $\omega>0$ this gives

$$\Delta=\frac{\omega}{\sinh(1/(gN))} .$$

Inserting this gap in (g) turns the energy difference into

$$N\omega^2\left(1-\coth\frac{1}{gN}\right)=-\frac{2N\omega^2}{e^{2/(gN)}-1}.$$

It also shows what the limit in (f) means physically. At fixed coupling the gap grows in proportion to $\omega$, so holding $\Delta$ fixed while the shell widens requires $gN\to 0$. The value $-N\Delta^2/2$ is thus the weak-coupling form of the condensation energy.

## Evaluating the closed form in floating point

A program that computes $\omega(\omega-\sqrt{\omega^2+\Delta^2})$ as written loses digits when $\Delta\ll\omega$, because two nearly equal numbers are subtracted. With $\omega=1$ and $\Delta=10^{-8}$ in double precision, $\omega^2+\Delta^2$ rounds to $1$ and the result is zero, while the true value is close to $-5\times10^{-17}$. The rationalised form from (f),

$$-\frac{\Delta^2}{1+\sqrt{1+(\Delta/\omega)^2}},$$

contains no such subtraction and returns the correct value. It also serves as a reference for a code that integrates over $\xi$ on a grid, before the constant density of states is replaced by a computed one.
